# Same-spin pair repulsion $J-K$ scales by $|ps-qr|^2$ under linear mixing of two orbitals, for a real symmetric kernel on a finite grid

## Does the two-point factor survive on any grid?

Take a grid with two points, labelled 0 and 1, and two electrons of the same spin that interact through a kernel $v(x,y)$, the interaction energy when one sits at $x$ and the other at $y$. I choose $v(0,0)=v(1,1)=2$ and $v(0,1)=v(1,0)=1$. For orbitals $a$ and $b$, complex functions on the grid, I use the Coulomb and exchange sums

$$J_{ab}=\sum_{x,y}\bar a(x)a(x)\,v(x,y)\,\bar b(y)b(y),\qquad K_{ab}=\sum_{x,y}\bar a(x)b(x)\,v(x,y)\,\bar b(y)a(y),$$

where the bar is complex conjugation. The site orbitals $a=(1,0)$, $b=(0,1)$ give $J=1$, $K=0$. The normalised combinations $(a\pm b)/\sqrt2$ give $J=3/2$, $K=1/2$. Both sums change, and $J-K=1$ does not. Without the normalisation, $a\pm b$ give $J=6$, $K=2$ and $J-K=4$, and 4 is the squared modulus of the determinant $-2$ of the mixing.

So I expect that for any symmetric kernel and complex coefficients $p,q,r,s$, the mixed orbitals $a'=pa+qb$, $b'=ra+sb$ satisfy $J_{a'b'}-K_{a'b'}=|ps-qr|^2\,(J_{ab}-K_{ab})$, and that in this sense the same-spin repulsion belongs to the plane spanned by $a$ and $b$. Can this be made rigorous and machine-checked for an arbitrary finite grid, with "depends only on the plane" stated precisely? I would also like to see where the symmetry of $v$ enters.

## It does, with one determinant from the ket and its conjugate from the bra

### What two points already show

For general $a,b$ on two points put $D=a(0)b(1)-b(0)a(1)$. In $J_{ab}-K_{ab}$ the terms with $x=y$ cancel, and the remaining two give

$$J_{ab}-K_{ab}=D\,\bigl[v(0,1)\,\bar a(0)\bar b(1)-v(1,0)\,\bar a(1)\bar b(0)\bigr].$$

The factor $D$ appears for any kernel. The bracket equals $v(0,1)\,\bar D$ when $v(0,1)=v(1,0)$, and then $J_{ab}-K_{ab}=v(0,1)\,|D|^2$. Mixing multiplies $D$ by $ps-qr$, which is your factor. The general proof has the same two halves: the unconjugated functions form a determinant by themselves, and the conjugated ones do so only through the symmetry of $v$.

### The derivation on a finite grid

Let $X$ be the grid and $c,d$ two further complex functions on it. Define the antisymmetrised integral

$$\langle ab\|cd\rangle=\sum_{x,y}\bar a(x)\bar b(y)\,v(x,y)\,\bigl[c(x)d(y)-d(x)c(y)\bigr],$$

with bra pair $a,b$ and ket pair $c,d$.

1. Set $c=a$, $d=b$. The first term is the summand of $J_{ab}$ and the second is the summand of $K_{ab}$, so $J_{ab}-K_{ab}=\langle ab\|ab\rangle$.

2. Mix the ket pair, $c'=pc+qd$ and $d'=rc+sd$, and expand $c'(x)d'(y)-d'(x)c'(y)$. The product $c(x)c(y)$ has coefficient $pr-rp=0$, the product $d(x)d(y)$ has $qs-sq=0$, the product $c(x)d(y)$ has $ps-qr$, and $d(x)c(y)$ has $qr-ps$. The bracket is therefore multiplied by $ps-qr$ at every pair of points, and $\langle ab\|c'd'\rangle=(ps-qr)\langle ab\|cd\rangle$ for any kernel.

3. Swap the bra pair and rename the summation variables $x\leftrightarrow y$:
$$\langle ba\|cd\rangle=\sum_{x,y}\bar a(x)\bar b(y)\,v(y,x)\,\bigl[d(x)c(y)-c(x)d(y)\bigr].$$
If $v(y,x)=v(x,y)$, this is $-\langle ab\|cd\rangle$. Taking both bra functions equal to one function $f$ gives $\langle ff\|cd\rangle=-\langle ff\|cd\rangle$, so $\langle ff\|cd\rangle=0$.

4. Mix the bra pair. The integral is conjugate-linear in each bra slot, so
$$\langle a'b'\|cd\rangle=\bar p\bar r\langle aa\|cd\rangle+\bar p\bar s\langle ab\|cd\rangle+\bar q\bar r\langle ba\|cd\rangle+\bar q\bar s\langle bb\|cd\rangle .$$
By step 3 the first and last terms vanish and the third changes sign, which leaves $\overline{(ps-qr)}\,\langle ab\|cd\rangle$.

5. Combine the steps:
$$J_{a'b'}-K_{a'b'}=\langle a'b'\|a'b'\rangle=(ps-qr)\langle a'b'\|ab\rangle=(ps-qr)\overline{(ps-qr)}\,\langle ab\|ab\rangle=|ps-qr|^2\,(J_{ab}-K_{ab}).$$

Three consequences follow. If $p,q,r,s$ are the entries of a unitary matrix $U$, then $UU^\dagger=1$ gives $\det U\,\overline{\det U}=1$, and $J-K$ is unchanged. Next, let $S_{fg}=\sum_x\bar f(x)g(x)$ be the overlap of functions $f$ and $g$, and $\Delta_{ab}=S_{aa}S_{bb}-S_{ab}S_{ba}$ the overlap determinant. For the constant kernel $v=1$ the double sums factorise into $J_{ab}=S_{aa}S_{bb}$ and $K_{ab}=S_{ab}S_{ba}$, so step 5 gives $\Delta_{a'b'}=|ps-qr|^2\Delta_{ab}$. Finally, if $\Delta_{a'b'}\neq0$, both factors on the right are nonzero, and $|ps-qr|^2$ cancels in the ratio:

$$\frac{J_{a'b'}-K_{a'b'}}{\Delta_{a'b'}}=\frac{J_{ab}-K_{ab}}{\Delta_{ab}}.$$

This equality is the precise form of "depends only on the plane". In your example the ratio is $1/1$ for the site orbitals, $1/1$ for the normalised combinations and $4/4$ for the unnormalised ones.

The ratio has a direct meaning. The two-electron function $\Psi(x,y)=a(x)b(y)-b(x)a(y)$ has squared norm $2\Delta_{ab}$, and for symmetric $v$ the sum $\sum_{x,y}v(x,y)|\Psi(x,y)|^2$ equals $2(J_{ab}-K_{ab})$. The ratio is thus the mean interaction energy in the normalised Slater determinant $\Psi/\sqrt{2\Delta_{ab}}$. For orthonormal orbitals $\Delta_{ab}=1$ and the energy is $J_{ab}-K_{ab}$ itself; for normalised but non-orthogonal orbitals $\Delta_{ab}=1-|S_{ab}|^2$. The general two-point formula, the one-point case below and this reading through $\Psi$ are ordinary algebra given for orientation, and none of them is a theorem of the file, which follows in full.

```lean
import Mathlib

open ComplexConjugate

namespace PairRepulsionMixing

noncomputable section

variable {X : Type*} [Fintype X]

/-- Coulomb integral `J_ab` of the densities of `a` and `b` through the kernel `v`. -/
def coulomb (v : X → X → ℝ) (a b : X → ℂ) : ℂ :=
  ∑ x, ∑ y, conj (a x) * a x * (v x y : ℂ) * (conj (b y) * b y)

/-- Exchange integral `K_ab` of the two overlap densities of `a` and `b`. -/
def exchange (v : X → X → ℝ) (a b : X → ℂ) : ℂ :=
  ∑ x, ∑ y, conj (a x) * b x * (v x y : ℂ) * (conj (b y) * a y)

/-- Antisymmetrised two-electron integral `⟨ab‖cd⟩ = ⟨ab|cd⟩ - ⟨ab|dc⟩`. -/
def antisym (v : X → X → ℝ) (a b c d : X → ℂ) : ℂ :=
  ∑ x, ∑ y, conj (a x) * conj (b y) * (v x y : ℂ) * (c x * d y - d x * c y)

/-- Determinant `S_aa S_bb - S_ab S_ba` of the overlap matrix of the pair `a`, `b`. -/
def overlapDet (a b : X → ℂ) : ℂ :=
  (∑ x, conj (a x) * a x) * (∑ y, conj (b y) * b y)
    - (∑ x, conj (a x) * b x) * (∑ y, conj (b y) * a y)

/-- Coulomb minus exchange is the diagonal antisymmetrised integral `⟨ab‖ab⟩`. -/
theorem coulomb_sub_exchange (v : X → X → ℝ) (a b : X → ℂ) :
    coulomb v a b - exchange v a b = antisym v a b a b := by
  simp only [coulomb, exchange, antisym, ← Finset.sum_sub_distrib]
  refine Finset.sum_congr rfl fun x _ => Finset.sum_congr rfl fun y _ => ?_
  ring

/-- Mixing the ket pair multiplies `⟨ab‖cd⟩` by the determinant `ps - qr`, for any kernel. -/
theorem antisym_mix_ket (v : X → X → ℝ) (a b c d : X → ℂ) (p q r s : ℂ) :
    antisym v a b (p • c + q • d) (r • c + s • d) = (p * s - q * r) * antisym v a b c d := by
  simp only [antisym, Finset.mul_sum]
  refine Finset.sum_congr rfl fun x _ => Finset.sum_congr rfl fun y _ => ?_
  simp only [Pi.add_apply, Pi.smul_apply, smul_eq_mul]
  ring

/-- For a symmetric kernel, swapping the two bra functions flips the sign of `⟨ab‖cd⟩`. -/
theorem antisym_swap_bra (v : X → X → ℝ) (hv : ∀ x y, v x y = v y x) (a b c d : X → ℂ) :
    antisym v b a c d = -antisym v a b c d := by
  unfold antisym
  -- relabel the two electron coordinates
  rw [Finset.sum_comm, ← Finset.sum_neg_distrib]
  refine Finset.sum_congr rfl fun x _ => ?_
  rw [← Finset.sum_neg_distrib]
  refine Finset.sum_congr rfl fun y _ => ?_
  rw [hv y x]
  ring

/-- For a symmetric kernel, mixing the bra pair multiplies `⟨ab‖cd⟩` by the complex
conjugate of the determinant `ps - qr`. -/
theorem antisym_mix_bra (v : X → X → ℝ) (hv : ∀ x y, v x y = v y x) (a b c d : X → ℂ)
    (p q r s : ℂ) :
    antisym v (p • a + q • b) (r • a + s • b) c d
      = conj (p * s - q * r) * antisym v a b c d := by
  -- conjugate-linear expansion in both bra slots
  have expand : antisym v (p • a + q • b) (r • a + s • b) c d
      = conj p * conj r * antisym v a a c d + conj p * conj s * antisym v a b c d
        + conj q * conj r * antisym v b a c d + conj q * conj s * antisym v b b c d := by
    simp only [antisym, Finset.mul_sum, ← Finset.sum_add_distrib]
    refine Finset.sum_congr rfl fun x _ => Finset.sum_congr rfl fun y _ => ?_
    simp only [Pi.add_apply, Pi.smul_apply, smul_eq_mul, map_add, map_mul]
    ring
  -- terms with the same function twice vanish
  have diag : ∀ f : X → ℂ, antisym v f f c d = 0 := fun f => by
    linear_combination (1 / 2 : ℂ) * antisym_swap_bra v hv f f c d
  rw [expand, diag a, diag b, antisym_swap_bra v hv a b c d]
  simp only [map_sub, map_mul]
  ring

/-- For a symmetric kernel and `a' = pa + qb`, `b' = ra + sb`, one has
`J_a'b' - K_a'b' = |ps - qr|² (J_ab - K_ab)`. -/
theorem pair_repulsion_mix (v : X → X → ℝ) (hv : ∀ x y, v x y = v y x) (a b : X → ℂ)
    (p q r s : ℂ) :
    coulomb v (p • a + q • b) (r • a + s • b) - exchange v (p • a + q • b) (r • a + s • b)
      = ((‖p * s - q * r‖ : ℝ) : ℂ) ^ 2 * (coulomb v a b - exchange v a b) := by
  rw [coulomb_sub_exchange, coulomb_sub_exchange, antisym_mix_ket, antisym_mix_bra v hv,
    ← mul_assoc, Complex.mul_conj, Complex.normSq_eq_norm_sq, Complex.ofReal_pow]

/-- For a symmetric kernel, mixing the pair by a unitary 2×2 matrix leaves `J - K`
unchanged. -/
theorem pair_repulsion_unitary (v : X → X → ℝ) (hv : ∀ x y, v x y = v y x) (a b : X → ℂ)
    (U : Matrix (Fin 2) (Fin 2) ℂ) (hU : U ∈ Matrix.unitaryGroup (Fin 2) ℂ) :
    coulomb v (U 0 0 • a + U 0 1 • b) (U 1 0 • a + U 1 1 • b)
        - exchange v (U 0 0 • a + U 0 1 • b) (U 1 0 • a + U 1 1 • b)
      = coulomb v a b - exchange v a b := by
  -- the determinant of a unitary matrix has modulus one
  have h := congrArg Matrix.det (Matrix.mem_unitaryGroup_iff.mp hU)
  rw [Matrix.det_mul, Matrix.star_eq_conjTranspose, Matrix.det_conjTranspose,
    Matrix.det_one, Matrix.det_fin_two] at h
  have h' : (U 0 0 * U 1 1 - U 0 1 * U 1 0) * conj (U 0 0 * U 1 1 - U 0 1 * U 1 0) = 1 := h
  rw [coulomb_sub_exchange, coulomb_sub_exchange, antisym_mix_ket, antisym_mix_bra v hv,
    ← mul_assoc, h', one_mul]

/-- The overlap determinant is multiplied by `|ps - qr|²` under the same mixing. -/
theorem overlapDet_mix (a b : X → ℂ) (p q r s : ℂ) :
    overlapDet (p • a + q • b) (r • a + s • b)
      = ((‖p * s - q * r‖ : ℝ) : ℂ) ^ 2 * overlapDet a b := by
  -- the overlap determinant is `J - K` for the constant kernel
  have h : ∀ f g : X → ℂ, overlapDet f g
      = coulomb (fun _ _ => 1) f g - exchange (fun _ _ => 1) f g := fun f g => by
    simp only [overlapDet, coulomb, exchange, Finset.sum_mul_sum, Complex.ofReal_one, mul_one]
  rw [h, h]
  exact pair_repulsion_mix _ (fun _ _ => rfl) a b p q r s

/-- For a symmetric kernel, if `a'`, `b'` lie in the span of `a`, `b` and have nonzero overlap
determinant, then so does `a`, `b`, and `J - K` divided by the overlap determinant is the same for
both pairs. -/
theorem normalised_repulsion_plane (v : X → X → ℝ) (hv : ∀ x y, v x y = v y x)
    (a b a' b' : X → ℂ) (ha : a' ∈ Submodule.span ℂ ({a, b} : Set (X → ℂ)))
    (hb : b' ∈ Submodule.span ℂ ({a, b} : Set (X → ℂ))) (hS : overlapDet a' b' ≠ 0) :
    overlapDet a b ≠ 0 ∧
      (coulomb v a' b' - exchange v a' b') / overlapDet a' b'
        = (coulomb v a b - exchange v a b) / overlapDet a b := by
  obtain ⟨p, q, rfl⟩ := Submodule.mem_span_pair.mp ha
  obtain ⟨r, s, rfl⟩ := Submodule.mem_span_pair.mp hb
  rw [overlapDet_mix] at hS
  have h := mul_ne_zero_iff.mp hS
  refine ⟨h.2, ?_⟩
  -- the common factor cancels
  rw [pair_repulsion_mix v hv, overlapDet_mix, mul_div_mul_left _ _ h.1]

/-- For the non-symmetric two-point kernel with `v 0 1 = 1` and all other entries 0, `J - K` is 1
for the two site functions in one order and 0 in the other order. -/
theorem nonsymmetric_kernel_swap :
    coulomb (X := Fin 2) ![![0, 1], ![0, 0]] ![1, 0] ![0, 1]
        - exchange (X := Fin 2) ![![0, 1], ![0, 0]] ![1, 0] ![0, 1] = 1 ∧
      coulomb (X := Fin 2) ![![0, 1], ![0, 0]] ![0, 1] ![1, 0]
        - exchange (X := Fin 2) ![![0, 1], ![0, 0]] ![0, 1] ![1, 0] = 0 := by
  constructor <;> simp [coulomb, exchange, Fin.sum_univ_two]

/-- A two-point kernel that is symmetric, with a pair of site functions whose overlap
determinant and `J - K` both equal 1. -/
theorem pair_repulsion_witness :
    (∀ x y : Fin 2, (![![2, 1], ![1, 2]] : Fin 2 → Fin 2 → ℝ) x y
        = (![![2, 1], ![1, 2]] : Fin 2 → Fin 2 → ℝ) y x) ∧
      overlapDet (X := Fin 2) ![1, 0] ![0, 1] = 1 ∧
      coulomb (X := Fin 2) ![![2, 1], ![1, 2]] ![1, 0] ![0, 1]
        - exchange (X := Fin 2) ![![2, 1], ![1, 2]] ![1, 0] ![0, 1] = 1 := by
  refine ⟨fun x y => ?_, ?_, ?_⟩
  · fin_cases x <;> fin_cases y <;> simp
  · simp [overlapDet, Fin.sum_univ_two]
  · simp [coulomb, exchange, Fin.sum_univ_two]

end

end PairRepulsionMixing
```

```lean
#print axioms PairRepulsionMixing.pair_repulsion_unitary
#print axioms PairRepulsionMixing.normalised_repulsion_plane
#print axioms PairRepulsionMixing.nonsymmetric_kernel_swap
```

```
'PairRepulsionMixing.pair_repulsion_unitary' depends on axioms: [propext, Classical.choice, Quot.sound]
'PairRepulsionMixing.normalised_repulsion_plane' depends on axioms: [propext, Classical.choice, Quot.sound]
'PairRepulsionMixing.nonsymmetric_kernel_swap' depends on axioms: [propext, Classical.choice, Quot.sound]
```

### Grid, kernel and orbitals as Lean objects

The grid is an arbitrary finite type `X`, an orbital is a function `X → ℂ`, and the kernel is `v : X → X → ℝ`, cast to the complex numbers inside the sums. The definitions `coulomb`, `exchange`, `antisym` and `overlapDet` are $J_{ab}$, $K_{ab}$, $\langle ab\|cd\rangle$ and $\Delta_{ab}$ as written above. In `antisym v a b c d` the first two functions are conjugated, `a` and `c` in the direct term share the coordinate `x`, and `b` and `d` share `y`, which is the physicists' ordering of two-electron integrals. The mixed orbitals are `p • a + q • b` and `r • a + s • b`, so $(p,q)$ is the first row of the mixing matrix and $(r,s)$ the second. Orbitals are not assumed normalised or orthogonal anywhere.

The hypothesis `hv : ∀ x y, v x y = v y x` is assumed, not derived. It stands for an interaction between identical particles that depends on the unordered pair of positions, as any function of the distance does. No sign is assumed for `v`, so "repulsion" is a name for $J-K$ and not a statement that it is positive. The values of `coulomb` and `exchange` have type `ℂ`, and no theorem states that their difference is real.

The main theorem `pair_repulsion_mix` says: for every finite grid, symmetric kernel, pair `a`, `b` and complex `p q r s`, the difference `coulomb` minus `exchange` for the mixed pair is `((‖p * s - q * r‖ : ℝ) : ℂ) ^ 2` times the difference for the original pair. Singular mixing is allowed. In the limit $ps-qr=0$ the theorem gives $J_{a'b'}=K_{a'b'}$; the choice $r=p$, $s=q$ is one orbital used twice, whose Coulomb and exchange terms cancel.

In `pair_repulsion_unitary` the coefficients are the entries of `U`, with indices 0 and 1: $p=$ `U 0 0`, $q=$ `U 0 1`, $r=$ `U 1 0`, $s=$ `U 1 1`. The hypothesis `hU` places `U` in `Matrix.unitaryGroup (Fin 2) ℂ`, and the conclusion is equality of $J-K$ before and after. In Hartree–Fock practice this is the freedom to pass, for instance, between delocalised and localised forms of occupied orbitals without changing the same-spin interaction energy summed over all pairs. The theorem is the case of two same-spin orbitals mixed only with each other, on a finite grid with a kernel diagonal in the positions; when more orbitals are mixed together, a single pair term need not be preserved. The theorem `overlapDet_mix` is the scaling of $\Delta$ and involves no kernel.

In `normalised_repulsion_plane` the coefficients are no longer named. The hypotheses `ha` and `hb` say that `a'` and `b'` lie in the complex span of `a` and `b`. The hypothesis `hS : overlapDet a' b' ≠ 0` stands for linear independence of the new pair, that is, for a Slater determinant that does not vanish and can be normalised; it is used in this determinant form only. The conclusion has two parts: `overlapDet a b ≠ 0`, and equality of the two ratios. Lean assigns the value zero to division by zero, and the first part together with `hS` shows that neither ratio relies on that convention.

On the empty grid and on a single point, $J-K$ and $\Delta$ vanish for every pair, so `pair_repulsion_mix` reads $0=0$ and `hS` is never satisfied. Two points is the smallest grid with content, and the last two theorems live on `Fin 2`, with points 0 and 1. The theorem `pair_repulsion_witness` is your example: the kernel `![![2, 1], ![1, 2]]` is symmetric, and the site orbitals `![1, 0]`, `![0, 1]` have $\Delta=1$ and $J-K=1$. The theorem `nonsymmetric_kernel_swap` takes `![![0, 1], ![0, 0]]`, so $v(0,1)=1$ and all other entries vanish, and finds $J-K=1$ for the site orbitals in one order and $0$ in the other. The swap is the mixing $p=s=0$, $q=r=1$ with $|ps-qr|^2=1$, so the scaling law fails for this kernel.

Several things are not covered. The sums carry no quadrature weights, and no continuum limit is taken. The kernel is finite at $x=y$, so a Coulomb singularity must already be regularised. Spin does not appear as a variable: the functions are read as spatial orbitals of equal spin. There are two orbitals only, with no one-electron term, Fock operator or self-consistency, and a Hamiltonian given by general four-index integrals over a basis is not of this form.

### How the tactics follow the five steps

The lemma `coulomb_sub_exchange` is step 1. It merges the difference of double sums into one double sum, `Finset.sum_congr` reduces the goal to a single pair `x`, `y`, and `ring` checks the summand. The lemma `antisym_mix_ket` is step 2 by the same reduction, after `Finset.mul_sum` has moved $ps-qr$ inside the sums; `ring` does the four-coefficient expansion. Neither lemma takes `hv`.

In `antisym_swap_bra`, step 3, `Finset.sum_comm` is the renaming $x\leftrightarrow y$, and `rw [hv y x]` is the one place in the general argument where the symmetry is applied to the kernel; all later results receive it through this lemma. In `antisym_mix_bra`, step 4, `expand` is the four-term formula, with `map_add` and `map_mul` distributing the conjugation. The statement `diag` is $\langle ff\|cd\rangle=0$, obtained by `linear_combination` as one half of the swap identity with both functions equal. The closing `rw` removes the two diagonal terms and flips the sign of the third, and `ring` collects the conjugate determinant.

The proof of `pair_repulsion_mix` is the chain of step 5 in the same order: step 1 on both sides, ket mixing, bra mixing, and then `Complex.mul_conj` with `Complex.normSq_eq_norm_sq` to turn a number times its conjugate into the squared modulus. The proof of `pair_repulsion_unitary` applies `Matrix.det` to $UU^\dagger=1$, writes the determinant out with `Matrix.det_fin_two` to get `h'`, and runs the same chain with `h'` replacing the product of the two factors by 1.

In `overlapDet_mix`, `Finset.sum_mul_sum` turns products of overlaps into double sums, which identifies $\Delta$ with $J-K$ for the kernel `fun _ _ => 1`, and the main theorem finishes. In `normalised_repulsion_plane`, `Submodule.mem_span_pair` produces $p,q,r,s$ from the span hypotheses, `mul_ne_zero_iff` splits $|ps-qr|^2\Delta_{ab}\neq0$ into its two factors, and `mul_div_mul_left` cancels the first. The two-point theorems expand the sums with `Fin.sum_univ_two` and evaluate the four terms.
